# For a polar angle 0 < θ < π obeying θ′ = −r sin θ with constant r, ln tan(θ/2) is linear in time

The theorem `log_tan_half_linear` concerns a polar angle θ that stays strictly between 0 and π and obeys θ′ = −r sin θ at all real times. Here r = aw/(1 + a²), where the damping a and the undamped precession frequency w are constant real numbers of any sign. It states that between any two times t₀ and t₁ the quantity ln tan(θ/2) changes by −r(t₁ − t₀). The proof finds by the chain rule that ln tan(θ/2) has derivative −r, so that ln tan(θ/2) + rt has derivative zero and is constant.

In Lean, a first try:

```lean
import Mathlib

open Filter Topology Matrix
open scoped Real

namespace LogTanHalfLinear

noncomputable section

/-- The relaxation rate `r = a w / (1 + a²)` for damping `a` and undamped precession frequency `w`.
-/
def rate (a w : ℝ) : ℝ := a * w / (1 + a ^ 2)

/-- A reversal: a polar angle that stays strictly between `0` and `π` and obeys
`θ' = -r sin θ` at all times. -/
def IsReversal (a w : ℝ) (θ : ℝ → ℝ) : Prop :=
  ∀ t, θ t ∈ Set.Ioo 0 π ∧ HasDerivAt θ (-(rate a w * Real.sin (θ t))) t

/-- The tangent of half an angle in `(0, π)` is positive. -/
lemma tan_half_pos {p : ℝ} (hp : p ∈ Set.Ioo 0 π) : 0 < Real.tan (p / 2) := by
  obtain ⟨h0, h1⟩ := hp
  exact Real.tan_pos_of_pos_of_lt_pi_div_two (by linarith) (by linarith)

/-- Along a reversal, `ln tan (θ/2)` is an affine function of time with slope `-r`. -/
theorem log_tan_half_linear {a w : ℝ} {θ : ℝ → ℝ} (h : IsReversal a w θ) (t₀ t₁ : ℝ) :
    Real.log (Real.tan (θ t₁ / 2)) =
      Real.log (Real.tan (θ t₀ / 2)) - rate a w * (t₁ - t₀) := by
  have hlog : ∀ t, HasDerivAt (fun s => Real.log (Real.tan (θ s / 2))) (-rate a w) t := by
    intro t
    obtain ⟨hI, hd⟩ := h t
    obtain ⟨h0, h1⟩ := id hI
    have hs : 0 < Real.sin (θ t / 2) :=
      Real.sin_pos_of_pos_of_lt_pi (by linarith) (by linarith)
    have hc : 0 < Real.cos (θ t / 2) :=
      Real.cos_pos_of_mem_Ioo ⟨by linarith, by linarith⟩
    have ht : HasDerivAt (fun s => Real.tan (θ s / 2))
        (1 / Real.cos (θ t / 2) ^ 2 * (-(rate a w * Real.sin (θ t)) / 2)) t :=
      (Real.hasDerivAt_tan hc.ne').comp t (hd.div_const 2)
    refine (ht.log (tan_half_pos hI).ne').congr_deriv ?_
    have e : Real.sin (θ t) = 2 * Real.sin (θ t / 2) * Real.cos (θ t / 2) := by
      rw [← Real.sin_two_mul]
      congr 1
      ring
    rw [e, Real.tan_eq_sin_div_cos]
    field_simp
  -- hence `ln tan (θ/2) + r t` is conserved
  have hf : ∀ t, HasDerivAt
      (fun s => Real.log (Real.tan (θ s / 2)) + rate a w * s) 0 t := fun t =>
    ((hlog t).fun_add ((hasDerivAt_id' t).const_mul (rate a w))).congr_deriv (by ring)
  have key := is_const_of_deriv_eq_zero (fun s => (hf s).differentiableAt)
    (fun s => (hf s).deriv) t₁ t₀
  beta_reduce at key
  linear_combination key

end

end LogTanHalfLinear
```

Compiling this gives:

```
Main.lean:38:6: error: Type mismatch
  HasDerivAt.comp t ?m.233 (HasDerivAt.div_const hd 2)
has type
  HasDerivAt (?m.230 ∘ fun x => θ x / 2) (?m.232 * (-(rate a w * Real.sin (θ t)) / 2)) t
but is expected to have type
  HasDerivAt (fun s => Real.tan (θ s / 2)) (1 / Real.cos (θ t / 2) ^ 2 * (-(rate a w * Real.sin (θ t)) / 2)) t
```

Cause. The error is in `ht`, the derivative of tan(θ/2), and the calculus there is right. `HasDerivAt.comp` gives a derivative for a composition `h₂ ∘ h`, while `ht` asks for one of `fun s => Real.tan (θ s / 2)`. The two agree by definition once `h₂` is known to be `Real.tan`. But in the message the outer function, its derivative and the proof of that derivative are still the unknowns `?m.230`, `?m.232` and `?m.233`. Lean was comparing the result with the stated type before it had made use of `Real.hasDerivAt_tan`, and it could not match the two forms with the outer function still open.

The repair takes the steps one at a time. `h2` states in full the derivative of `Real.tan` at `θ t / 2`. `h3` then composes it with the derivative of `θ / 2` with no target type imposed, so the unknowns are settled by the arguments. When `exact h3` compares the result with the goal, both sides are explicit, and Lean only has to unfold the composition.

As a diff, the version that Lean accepts:

```diff
@@ -36,5 +36,9 @@
     have ht : HasDerivAt (fun s => Real.tan (θ s / 2))
         (1 / Real.cos (θ t / 2) ^ 2 * (-(rate a w * Real.sin (θ t)) / 2)) t :=
-      (Real.hasDerivAt_tan hc.ne').comp t (hd.div_const 2)
+by
+      have h2 : HasDerivAt Real.tan (1 / Real.cos (θ t / 2) ^ 2) (θ t / 2) :=
+        Real.hasDerivAt_tan hc.ne'
+      have h3 := h2.comp t (hd.div_const 2)
+      exact h3
     refine (ht.log (tan_half_pos hI).ne').congr_deriv ?_
     have e : Real.sin (θ t) = 2 * Real.sin (θ t / 2) * Real.cos (θ t / 2) := by
```
